# A nonzero constant f-sum-rule error spoils the small-q limit with the exact counter-term but cancels in the second difference

Let F(q) be the exact static paramagnetic current response of an insulator at real wave number q, let G(q) = F(q) + d be the computed response with an error d that does not depend on q, and let F(0) be the counter-term that the f-sum rule prescribes. All limits q → 0 run through nonzero q, and F is assumed to be even and twice continuously differentiable unless a weaker condition is stated.

In Lean 4 with Mathlib:

```lean
import Mathlib

open Filter Topology

namespace FSumRuleViolation

noncomputable section

/-- The computed current response: the exact response `F` shifted by a constant
sum-rule error `d`. -/
def withError (F : ℝ → ℝ) (d : ℝ) (q : ℝ) : ℝ := F q + d

/-- The response `G` at wave number `q ≠ 0` after subtraction of a counter-term `K`
and division by `q²`. -/
def subtractedResponse (G : ℝ → ℝ) (K : ℝ) (q : ℝ) : ℝ := (G q - K) / q ^ 2

/-- The symmetric second difference of the response `G` with step `q ≠ 0`,
divided by `q²`. -/
def secondDifference (G : ℝ → ℝ) (q : ℝ) : ℝ := (G q - 2 * G 0 + G (-q)) / q ^ 2

/-- Reversing the wave number reverses the sign of the slope of a response. -/
theorem hasDerivAt_reflect {F : ℝ → ℝ} {s q : ℝ} (h : HasDerivAt F s (-q)) :
    HasDerivAt (fun x => F (-x)) (-s) q := by
  simpa [Function.comp_def] using HasDerivAt.comp q h (hasDerivAt_neg q)

/-- If an even response has a slope at zero wave number, that slope vanishes. -/
theorem slope_zero_of_even {F : ℝ → ℝ} {s : ℝ} (heven : ∀ q, F (-q) = F q)
    (h : HasDerivAt F s 0) : s = 0 := by
  have h1 : HasDerivAt (fun x => F (-x)) (-s) 0 :=
    hasDerivAt_reflect (by rw [neg_zero]; exact h)
  have h2 : (fun x => F (-x)) = F := funext heven
  rw [h2] at h1
  linarith [h.unique h1]

/-- If a differentiable response `f` has zero slope at `q = 0` and its slope has derivative `c`
there, then `(f q - f 0) / q²` tends to `c / 2` as `q → 0` through nonzero `q`. -/
theorem tendsto_quadratic {f f' : ℝ → ℝ} {c : ℝ} (hf : ∀ q, HasDerivAt f (f' q) q)
    (h0 : f' 0 = 0) (hc : HasDerivAt f' c 0) :
    Tendsto (fun q => (f q - f 0) / q ^ 2) (𝓝[≠] 0) (𝓝 (c / 2)) := by
  -- the quotient of the derivatives is half the difference quotient of `f'`
  have hslope : Tendsto (fun q => f' q / (2 * q)) (𝓝[≠] 0) (𝓝 (c / 2)) := by
    refine ((hasDerivAt_iff_tendsto_slope.mp hc).div_const 2).congr fun q => ?_
    rw [slope_def_field, h0, sub_zero, sub_zero, div_div, mul_comm]
  have hnum : Tendsto (fun q => f q - f 0) (𝓝[≠] 0) (𝓝 0) := by
    have h := (hf 0).continuousAt.tendsto.sub_const (f 0)
    rw [sub_self] at h
    exact h.mono_left nhdsWithin_le_nhds
  have hden : Tendsto (fun q : ℝ => q ^ 2) (𝓝[≠] 0) (𝓝 0) :=
    ((continuous_pow 2).tendsto' 0 0 (by norm_num)).mono_left nhdsWithin_le_nhds
  -- L'Hôpital's rule
  refine HasDerivAt.lhopital_zero_nhdsNE (f' := f') (g' := fun q => 2 * q)
    (Eventually.of_forall fun q => (hf q).sub_const (f 0))
    (Eventually.of_forall fun q => by simpa using hasDerivAt_pow 2 q)
    ?_ hnum hden hslope
  filter_upwards [self_mem_nhdsWithin] with q hq
  exact mul_ne_zero two_ne_zero hq

/-- A twice continuously differentiable response is differentiable, and so is its slope. -/
theorem differentiable_pair {F : ℝ → ℝ} (hF : ContDiff ℝ 2 F) :
    Differentiable ℝ F ∧ Differentiable ℝ (deriv F) := by
  have h2 : ContDiff ℝ (1 + 1) F := by
    rw [one_add_one_eq_two]
    exact hF
  have h := contDiff_succ_iff_deriv.mp h2
  exact ⟨h.1, h.2.2.differentiable (by norm_num)⟩

/-- For an even, twice continuously differentiable `F`, subtracting the computed value at
`q = 0` gives the limit `F''(0)/2`, whatever the constant error `d`. -/
theorem subtract_computed_value {F : ℝ → ℝ} (hF : ContDiff ℝ 2 F)
    (heven : ∀ q, F (-q) = F q) (d : ℝ) :
    Tendsto (subtractedResponse (withError F d) (withError F d 0)) (𝓝[≠] 0)
      (𝓝 (deriv (deriv F) 0 / 2)) := by
  obtain ⟨h1, h2⟩ := differentiable_pair hF
  refine (tendsto_quadratic (fun q => (h1 q).hasDerivAt)
    (slope_zero_of_even heven (h1 0).hasDerivAt) (h2 0).hasDerivAt).congr fun q => ?_
  simp only [subtractedResponse, withError, add_sub_add_right_eq_sub]

/-- If `F` is continuous at `q = 0` and the constant error `d` is nonzero, subtracting the
exact value `F 0` leaves a quotient whose modulus diverges as `q → 0`. -/
theorem error_diverges {F : ℝ → ℝ} (hF : ContinuousAt F 0) {d : ℝ} (hd : d ≠ 0) :
    Tendsto (fun q => |subtractedResponse (withError F d) (F 0) q|) (𝓝[≠] 0) atTop := by
  -- the modulus of the numerator tends to `|d| > 0`
  have hnum : Tendsto (fun q => |F q + d - F 0|) (𝓝[≠] 0) (𝓝 |d|) := by
    have h := ((hF.tendsto.add_const d).sub_const (F 0)).abs
    rw [add_sub_cancel_left] at h
    exact h.mono_left nhdsWithin_le_nhds
  -- the factor `1/q²` diverges
  have hsq : Tendsto (fun q : ℝ => q ^ 2) (𝓝[≠] 0) (𝓝[>] 0) := by
    refine tendsto_nhdsWithin_iff.mpr
      ⟨((continuous_pow 2).tendsto' 0 0 (by norm_num)).mono_left nhdsWithin_le_nhds, ?_⟩
    filter_upwards [self_mem_nhdsWithin] with q hq
    exact pow_pos_of_ne_zero hq
  have hinv : Tendsto (fun q : ℝ => (q ^ 2)⁻¹) (𝓝[≠] 0) atTop :=
    tendsto_inv_nhdsGT_zero.comp hsq
  refine (hnum.pos_mul_atTop (abs_pos.mpr hd) hinv).congr fun q => ?_
  simp only [subtractedResponse, withError]
  rw [abs_div, abs_of_nonneg (sq_nonneg q), div_eq_mul_inv]
where
  pow_pos_of_ne_zero {q : ℝ} (hq : q ≠ 0) : 0 < q ^ 2 := by positivity

/-- The second difference of any twice continuously differentiable response `G` tends to
`G''(0)` as `q → 0`. -/
theorem secondDifference_tendsto {G : ℝ → ℝ} (hG : ContDiff ℝ 2 G) :
    Tendsto (secondDifference G) (𝓝[≠] 0) (𝓝 (deriv (deriv G) 0)) := by
  obtain ⟨h1, h2⟩ := differentiable_pair hG
  have hr : HasDerivAt (fun q => deriv G (-q)) (-deriv (deriv G) 0) 0 :=
    hasDerivAt_reflect (by rw [neg_zero]; exact (h2 0).hasDerivAt)
  -- apply the quadratic law to the symmetrised response `G q + G (-q)`
  have h := tendsto_quadratic (f := fun q => G q + G (-q))
    (f' := fun q => deriv G q + -deriv G (-q))
    (fun q => (h1 q).hasDerivAt.fun_add (hasDerivAt_reflect (h1 (-q)).hasDerivAt))
    (by simp) ((h2 0).hasDerivAt.fun_add hr.fun_neg)
  have hc : (deriv (deriv G) 0 + - -deriv (deriv G) 0) / 2 = deriv (deriv G) 0 := by ring
  rw [hc] at h
  refine h.congr fun q => ?_
  simp only [secondDifference, neg_zero]
  ring

/-- For an even, twice continuously differentiable `F` and a constant error `d`, subtracting
the exact `F 0` gives a finite limit as `q → 0` exactly when `d = 0`, whereas the second
difference tends to `F''(0)` for every `d`. -/
theorem sum_rule_violation {F : ℝ → ℝ} (hF : ContDiff ℝ 2 F)
    (heven : ∀ q, F (-q) = F q) (d : ℝ) :
    ((∃ L, Tendsto (subtractedResponse (withError F d) (F 0)) (𝓝[≠] 0) (𝓝 L)) ↔ d = 0) ∧
      Tendsto (secondDifference (withError F d)) (𝓝[≠] 0) (𝓝 (deriv (deriv F) 0)) := by
  refine ⟨⟨?_, ?_⟩, ?_⟩
  · rintro ⟨L, hL⟩
    by_contra hd
    exact not_tendsto_nhds_of_tendsto_atTop
      (error_diverges hF.continuous.continuousAt hd) |L| hL.abs
  · rintro rfl
    have h := subtract_computed_value hF heven 0
    have h0 : withError F 0 0 = F 0 := add_zero _
    rw [h0] at h
    exact ⟨_, h⟩
  · -- the constant error cancels in the second difference
    refine (secondDifference_tendsto hF).congr fun q => ?_
    simp only [secondDifference, withError]
    ring

/-- For a twice continuously differentiable `F` and an error `d + a q + b q²`, the second
difference tends to `F''(0) + 2b` as `q → 0`. -/
theorem quadratic_error_survives {F : ℝ → ℝ} (hF : ContDiff ℝ 2 F) (d a b : ℝ) :
    Tendsto (secondDifference (fun q => F q + (d + a * q + b * q ^ 2))) (𝓝[≠] 0)
      (𝓝 (deriv (deriv F) 0 + 2 * b)) := by
  refine ((secondDifference_tendsto hF).add_const (2 * b)).congr' ?_
  filter_upwards [self_mem_nhdsWithin] with q hq
  have hb : 2 * b = 2 * b * q ^ 2 / q ^ 2 := by
    rw [mul_div_assoc, div_self (pow_ne_zero 2 hq), mul_one]
  simp only [secondDifference]
  rw [hb, ← add_div]
  congr 1
  ring

end

end FSumRuleViolation
```

```lean
#print axioms FSumRuleViolation.sum_rule_violation
-- 'FSumRuleViolation.sum_rule_violation' depends on axioms: [propext, Classical.choice, Quot.sound]
#print axioms FSumRuleViolation.quadratic_error_survives
-- 'FSumRuleViolation.quadratic_error_survives' depends on axioms: [propext, Classical.choice, Quot.sound]
```

## One quotient needs d = 0, the other does not

The main theorem, `sum_rule_violation`, compares two ways of extracting a q² coefficient from G:

(G(q) − F(0))/q²

(G(q) − 2G(0) + G(−q))/q²

The first has a finite limit as q → 0 exactly when d = 0. The second tends to F''(0) for every real d.

In the code, `withError F d` is G. The first quotient is `subtractedResponse (withError F d) (F 0)`, whose second argument is the counter-term, and the second quotient is `secondDifference (withError F d)`. The hypothesis `ContDiff ℝ 2 F` says that F is twice continuously differentiable on the whole real line, and `heven` says that F(−q) = F(q). The filter `𝓝[≠] 0` is the approach to zero through nonzero q, so the values of the quotients at q = 0 play no role. In `∃ L, Tendsto … (𝓝 L)` the number L is real, which is what makes the limit finite. The second derivative F''(0) is written `deriv (deriv F) 0`.

The two quotients are normalised differently. When d = 0 the first tends to F''(0)/2, while the second tends to F''(0), because it contains the departure from the value at zero twice.

## What F, d and the counter-term stand for

In an insulator a static, uniform vector potential drives no current: the paramagnetic and diamagnetic contributions cancel at q = 0. The f-sum rule expresses this cancellation. Here F plays the part of the paramagnetic response, and subtracting F(0) plays the part of adding the diamagnetic term, with signs and prefactors absorbed into F. For a vector potential transverse to the wave vector, the q² coefficient that remains is the quantity from which a long-wavelength magnetic susceptibility is obtained.

In a PAW or ultrasoft calculation, an incomplete set of projectors or a finite basis can break the cancellation. The constant d models the part of this violation that is the same at all wave numbers. With the exact counter-term it contributes d/q² to the quotient: for d = 10⁻⁴ and q = 10⁻², in whatever units are used, the spurious contribution is already 1. For a scalar response with such a constant error, the theorem says that the second difference has the correct small-q limit although the sum rule is violated.

The function F is given, not computed from a Hamiltonian, and the sum rule enters only through the choice of F(0) as the counter-term. The response is one real function of one real variable, so a response tensor would have to be treated component by component along a fixed direction. The statements concern limits and give no error bound at finite q.

## The quadratic law at zero wave number

Differentiating F(−q) = F(q) gives −F'(−q) = F'(q). At q = 0 this reads −F'(0) = F'(0), so F'(0) = 0. In the file, `hasDerivAt_reflect` is the chain rule for q ↦ F(−q), and `slope_zero_of_even` compares the two slopes at zero by uniqueness of the derivative.

Now consider (F(q) − F(0))/q². Numerator and denominator both tend to zero, and the derivative 2q of the denominator is nonzero for q ≠ 0. The quotient of the derivatives is

F'(q)/(2q) = (1/2) · (F'(q) − F'(0))/q → F''(0)/2,

where the first equality uses F'(0) = 0 and the limit is the definition of F''(0). L'Hôpital's rule then gives

(F(q) − F(0))/q² → F''(0)/2.

This is `tendsto_quadratic`, stated for any differentiable f whose slope f' vanishes at zero and has derivative c there. Its steps `hslope`, `hnum` and `hden` are the limits of the quotient of derivatives, of the numerator and of the denominator. The lemma `differentiable_pair` extracts the required derivatives from `ContDiff ℝ 2 F`.

If the computed value G(0) = F(0) + d is subtracted in place of F(0), the error disappears from the numerator:

G(q) − G(0) = F(q) − F(0).

The limit is therefore F''(0)/2 for every d, which is `subtract_computed_value`.

Evenness enters here only through F'(0) = 0. For F(q) = q, whose slope at zero is 1, the quotient with d = 0 is 1/q and has no finite limit.

## Divergence with the exact counter-term

With F(0) subtracted, the quotient is

(G(q) − F(0))/q² = (F(q) − F(0))/q² + d/q².

If d = 0, only the first term is left, and it tends to F''(0)/2. The main theorem obtains this direction from `subtract_computed_value` with zero error.

Suppose d ≠ 0. Continuity of F at zero gives

|F(q) + d − F(0)| → |d| > 0,

while 1/q² → +∞. The product of the two is the modulus of the quotient, so it tends to +∞. This is `error_diverges`, which assumes neither evenness nor differentiability. In its proof `hnum` is the limit of the modulus of the numerator, `hinv` is the divergence of 1/q², and `pos_mul_atTop` multiplies them.

A finite limit L of the quotient would make its modulus tend to |L|, contradicting the divergence. The main theorem reaches this contradiction by applying `not_tendsto_nhds_of_tendsto_atTop` to `hL.abs`. Hence a finite limit forces d = 0.

## Cancellation in the second difference

The constant enters the second difference with weights 1, −2 and 1, which add up to zero:

G(q) − 2G(0) + G(−q) = F(q) − 2F(0) + F(−q).

To find the limit of the right-hand side divided by q², set S(q) = F(q) + F(−q). Then

S(0) = 2F(0),

S'(q) = F'(q) − F'(−q), so S'(0) = 0,

S''(0) = F''(0) + F''(0) = 2F''(0).

The quadratic law applied to S gives

(S(q) − S(0))/q² → S''(0)/2 = F''(0).

The slope of S vanishes at zero whether or not F is even, so `secondDifference_tendsto` holds for every twice continuously differentiable response. Its proof builds the derivatives of S with `hasDerivAt_reflect` and passes them to `tendsto_quadratic`. In the main theorem, `ring` then confirms that the second differences of G and F agree.

## Errors that vary with q

Replace the constant by e(q) = d + aq + bq² with real a and b. Its own second difference is

e(q) − 2e(0) + e(−q) = 2bq².

The constant and linear parts cancel, and division by q² leaves 2b. The second difference of F + e therefore tends to F''(0) + 2b, which is `quadratic_error_survives`. The proof adds 2b to the limit already found for F and, since q ≠ 0, writes 2b as 2bq²/q² to bring everything over one denominator.

A quadratic error thus shifts the limit by an amount that a smaller q does not reduce. Agreement of the second difference with a stable value as q decreases is evidence that the limit has been reached, but it does not show that b = 0.
